# On an even ring of four or more normalised functions where only nearest neighbours overlap, each pair by the same real s, the alternating vector is an eigenvector of the overlap matrix with eigenvalue 1 − 2s

Take `N` normalised functions on a ring, with `N` even and at least 3 (so at least 4), where nearest neighbours overlap by a real number `s` and all other pairs are orthogonal. The theorem `ringOverlap_alternating` says that the overlap matrix sends the vector with coefficients 1, −1, 1, −1, … to `1 - 2 * s` times itself. This vector is not scaled to unit length, which makes no difference to the eigenvalue. The proof first shows that the sign flips at every step round the ring, including the step that closes it, which is where the evenness of `N` is used. It then writes out the matrix product at a site `i` with `ringOverlap_mulVec` and leaves the remaining algebra to `linear_combination`.

As first written in Lean, the proof fails:

```lean
import Mathlib

open Matrix

namespace RingOverlapParity

noncomputable section

/-- Overlap matrix of `N` normalised functions on a ring: nearest neighbours overlap by `s`,
all other pairs are orthogonal. -/
def ringOverlap (N : ℕ) (s : ℝ) : Matrix (ZMod N) (ZMod N) ℝ :=
  Matrix.of fun i j => if j = i then 1 else if j = i + 1 ∨ j = i - 1 then s else 0

/-- The alternating vector, with coefficients `1, -1, 1, -1, ...` along the ring. -/
def alternating (N : ℕ) : ZMod N → ℝ := fun i => (-1) ^ i.val

variable {N : ℕ} [NeZero N]

/-- On a ring of at least three functions, the overlap matrix adds to each coefficient
`s` times the sum of the coefficients of its two neighbours. -/
theorem ringOverlap_mulVec (hN : 3 ≤ N) (s : ℝ) (x : ZMod N → ℝ) (i : ZMod N) :
    (ringOverlap N s *ᵥ x) i = x i + s * (x (i + 1) + x (i - 1)) := by
  -- the site and its two neighbours are three different sites
  have h2 : (2 : ZMod N) ≠ 0 := by
    intro h
    have h' : ((2 : ℕ) : ZMod N) = 0 := by exact_mod_cast h
    have hd := (CharP.cast_eq_zero_iff (ZMod N) N 2).1 h'
    have := Nat.le_of_dvd (by norm_num) hd
    omega
  have h1 : (1 : ZMod N) ≠ 0 := fun h => h2 (by linear_combination 2 * h)
  have a : i ≠ i + 1 := fun h => h1 (by linear_combination (-1) * h)
  have b : i ≠ i - 1 := fun h => h1 (by linear_combination h)
  have c : i + 1 ≠ i - 1 := fun h => h2 (by linear_combination h)
  have key : ∀ j, ringOverlap N s i j * x j = (if j = i then x j else 0) +
      s * ((if j = i + 1 then x j else 0) + (if j = i - 1 then x j else 0)) := by
    intro j
    simp only [ringOverlap, Matrix.of_apply]
    by_cases e0 : j = i
    · rw [e0, if_pos rfl, if_pos rfl, if_neg a, if_neg b]; ring
    · rw [if_neg e0, if_neg e0]
      by_cases e1 : j = i + 1
      · rw [if_pos (Or.inl e1), if_pos e1, if_neg (fun h => c (e1.symm.trans h))]; ring
      · by_cases e2 : j = i - 1
        · rw [if_pos (Or.inr e2), if_neg e1, if_pos e2]; ring
        · rw [if_neg (not_or.2 ⟨e1, e2⟩), if_neg e1, if_neg e2]; ring
  change ∑ j, ringOverlap N s i j * x j = _
  rw [Finset.sum_congr rfl (fun j _ => key j)]
  simp only [Finset.sum_add_distrib, ← Finset.mul_sum, Finset.sum_ite_eq',
    Finset.mem_univ, if_true]

/-- On an even ring of at least three functions, the alternating vector is an eigenvector of the
overlap matrix with eigenvalue `1 - 2 s`. -/
theorem ringOverlap_alternating (hN : 3 ≤ N) (hE : Even N) (s : ℝ) :
    ringOverlap N s *ᵥ alternating N = (1 - 2 * s) • alternating N := by
  -- on an even ring the sign pattern closes
  have hcast : ∀ n : ℕ, alternating N (n : ZMod N) = (-1) ^ n := by
    intro n
    have h : (-1 : ℝ) ^ n = (-1) ^ (n % N + N * (n / N)) := by rw [Nat.mod_add_div]
    rw [h, pow_add, pow_mul, hE.neg_one_pow, one_pow, mul_one, alternating, ZMod.val_natCast]
  have hstep : ∀ i, alternating N (i + 1) = -alternating N i := by
    intro i
    have h := hcast (i.val + 1)
    rw [Nat.cast_succ, ZMod.natCast_zmod_val, pow_succ] at h
    rw [h, alternating]
    ring
  funext i
  have h := hstep (i - 1)
  rw [sub_add_cancel] at h
  rw [ringOverlap_mulVec hN, hstep i, Pi.smul_apply, smul_eq_mul]
  linear_combination (-s) * h

end

end RingOverlapParity
```

Lean reports:

```
Main.lean:70:2: error: ring failed, ring expressions not equal
N : ℕ
inst✝ : NeZero N
hN : 3 ≤ N
hE : Even N
s : ℝ
hcast : ∀ (n : ℕ), alternating N ↑n = (-1) ^ n
hstep : ∀ (i : ZMod N), alternating N (i + 1) = -alternating N i
i : ZMod N
h : alternating N i = -alternating N (i - 1)
⊢ alternating N i * s * 2 + s * alternating N (i - 1) * 2 = 0
```

Diagnosis. The error is a wrong sign in the coefficient given to `linear_combination`. Write a for `alternating N i` and b for `alternating N (i - 1)`. After the rewrites the goal is a + s(−a + b) = (1 − 2s)a, whose left side minus right side is s(a + b). The hypothesis `h` says a = −b, and its left side minus right side is a + b.

`linear_combination` subtracts the given multiple of `h` from the goal and asks `ring` to show that nothing is left. With the coefficient `-s`, the subtraction adds a second s(a + b) instead of cancelling the first. What remains is 2s(a + b) = 0, which is the equation in the message. It does follow from `h`, but `ring` does not use hypotheses, so it fails.

With the coefficient `s` the two terms cancel exactly and `ring` closes the goal. The theorem's statement is unchanged.

Lean accepts the file once it reads:

```diff
@@ -68,5 +68,5 @@
   rw [sub_add_cancel] at h
   rw [ringOverlap_mulVec hN, hstep i, Pi.smul_apply, smul_eq_mul]
-  linear_combination (-s) * h
+  linear_combination s * h
 
 end
```
